# The Taylor expansion of the Boys function in terms of Boys functions of higher order

The Boys function F_m(T) = ∫₀¹ t^(2m) exp(−T t²) dt appears in Coulomb integrals over Gaussian orbitals. The theorem `hasSum_boys_shift` states that for every natural number m and all real T and h, the series with terms F_(m+k)(T)·(−h)^k/k!, k = 0, 1, 2, …, converges to F_m(T+h). There is no restriction on the sign of T or the size of h. The proof exchanges sum and integral by dominated convergence, with the bound exp|T|·|h|^k/k!, and then has to show that at each t the integrands sum by the exponential series of exp(−h t²).

This version doesn't compile in Lean 4 with Mathlib:

```lean
import Mathlib

open MeasureTheory Topology

namespace HasSumBoysShift

noncomputable section

/-- The Boys function of order `m` at the real argument `T`: the integral of
`t^(2m) exp(-T t²)` over the unit interval. -/
def boys (m : ℕ) (T : ℝ) : ℝ :=
  ∫ t in (0 : ℝ)..1, t ^ (2 * m) * Real.exp (-T * t ^ 2)

/-- The exponential series: the terms `x^k/k!` sum to `exp x`. -/
theorem hasSum_exp (x : ℝ) :
    HasSum (fun k : ℕ => x ^ k / (k.factorial : ℝ)) (Real.exp x) := by
  have e : Real.exp x = ∑' k : ℕ, x ^ k / (k.factorial : ℝ) := by
    rw [Real.exp_eq_exp_ℝ, NormedSpace.exp_eq_tsum_div]
  rw [e]
  exact (Real.summable_pow_div_factorial x).hasSum

/-- On the unit interval the integrand of every Boys function at `T` is at most `exp |T|`
in absolute value. -/
theorem integrand_bound (m : ℕ) (T : ℝ) {t : ℝ} (h0 : 0 ≤ t) (h1 : t ≤ 1) :
    |t ^ (2 * m) * Real.exp (-T * t ^ 2)| ≤ Real.exp |T| := by
  have hp : t ^ (2 * m) ≤ 1 := pow_le_one₀ h0 h1
  have hs : t ^ 2 ≤ 1 := pow_le_one₀ h0 h1
  have he : -T * t ^ 2 ≤ |T| := by
    have a1 : -T * t ^ 2 ≤ |T| * t ^ 2 :=
      mul_le_mul_of_nonneg_right (neg_le_abs T) (sq_nonneg t)
    have a2 : |T| * t ^ 2 ≤ |T| * 1 := mul_le_mul_of_nonneg_left hs (abs_nonneg T)
    linarith
  rw [abs_of_nonneg (by positivity)]
  calc t ^ (2 * m) * Real.exp (-T * t ^ 2)
      ≤ 1 * Real.exp (-T * t ^ 2) :=
        mul_le_mul_of_nonneg_right hp (Real.exp_pos _).le
    _ ≤ Real.exp |T| := by
        rw [one_mul]
        exact Real.exp_le_exp.mpr he

/-- Stepping off a grid point: for all real `T` and `h`, the Boys functions of orders
`m, m+1, m+2, …` at `T`, weighted by `(-h)^k/k!`, form a convergent series with sum
`F_m(T+h)`. -/
theorem hasSum_boys_shift (m : ℕ) (T h : ℝ) :
    HasSum (fun k : ℕ => boys (m + k) T * ((-h) ^ k / (k.factorial : ℝ)))
      (boys m (T + h)) := by
  simp only [boys, ← intervalIntegral.integral_mul_const]
  -- exchange sum and integral, with a bound that does not depend on `t`
  refine intervalIntegral.hasSum_integral_of_dominated_convergence
    (fun k _ => Real.exp |T| * (|h| ^ k / (k.factorial : ℝ))) ?_ ?_ ?_ ?_ ?_
  · intro k
    exact Continuous.aestronglyMeasurable (by fun_prop)
  · intro k
    refine Filter.Eventually.of_forall fun t ht => ?_
    rw [Set.uIoc_of_le zero_le_one] at ht
    have hw : |(-h) ^ k / (k.factorial : ℝ)| = |h| ^ k / (k.factorial : ℝ) := by
      rw [abs_div, abs_pow, abs_neg, Nat.abs_cast]
    rw [Real.norm_eq_abs, abs_mul, hw]
    exact mul_le_mul_of_nonneg_right (integrand_bound (m + k) T ht.1.le ht.2)
      (by positivity)
  · exact Filter.Eventually.of_forall fun t _ =>
      (Real.summable_pow_div_factorial |h|).mul_left _
  · exact intervalIntegrable_const
  · -- pointwise, this is the exponential series of `exp(-h t²)`
    refine Filter.Eventually.of_forall fun t _ => ?_
    have key := (hasSum_exp (-h * t ^ 2)).mul_left (t ^ (2 * m) * Real.exp (-T * t ^ 2))
    convert key using 1
    · funext k
      rw [mul_pow, ← pow_mul, mul_add, pow_add]
      ring
    · have e : -(T + h) * t ^ 2 = -T * t ^ 2 + -h * t ^ 2 := by ring
      rw [e, Real.exp_add, mul_assoc]

end

end HasSumBoysShift
```

The error:

```
Main.lean:68:6: error: Tactic `apply` failed: could not unify the conclusion of `@funext`
  ?f = ?g
with the goal
  NonUnitalNormedRing.toNormedAddCommGroup.toAddCommMonoid =
    CommRing.toNonUnitalCommRing.toNonUnitalNonAssocCommRing.toNonUnitalNonAssocSemiring.toAddCommMonoid

Note: The full type of `@funext` is
  ∀ {α : Sort ?u.152} {β : α → Sort ?u.151} {f g : (x : α) → β x}, (∀ (x : α), f x = g x) → f = g

case e'_3
m : ℕ
T h t : ℝ
x✝ : t ∈ Set.uIoc 0 1
key :
  HasSum (fun i => t ^ (2 * m) * Real.exp (-T * t ^ 2) * ((-h * t ^ 2) ^ i / ↑i.factorial))
    (t ^ (2 * m) * Real.exp (-T * t ^ 2) * Real.exp (-h * t ^ 2))
⊢ NonUnitalNormedRing.toNormedAddCommGroup.toAddCommMonoid =
    CommRing.toNonUnitalCommRing.toNonUnitalNonAssocCommRing.toNonUnitalNonAssocSemiring.toAddCommMonoid
Main.lean:72:10: error: Tactic `rewrite` failed: Did not find an occurrence of the pattern
  -(T + h) * t ^ 2
in the target expression
  (fun n => t ^ (2 * (m + n)) * Real.exp (-T * t ^ 2) * ((-h) ^ n / ↑n.factorial)) = fun i =>
    t ^ (2 * m) * Real.exp (-T * t ^ 2) * ((-h * t ^ 2) ^ i / ↑i.factorial)

case e'_5
m : ℕ
T h t : ℝ
x✝ : t ∈ Set.uIoc 0 1
key :
  HasSum (fun i => t ^ (2 * m) * Real.exp (-T * t ^ 2) * ((-h * t ^ 2) ^ i / ↑i.factorial))
    (t ^ (2 * m) * Real.exp (-T * t ^ 2) * Real.exp (-h * t ^ 2))
e : -(T + h) * t ^ 2 = -T * t ^ 2 + -h * t ^ 2
⊢ (fun n => t ^ (2 * (m + n)) * Real.exp (-T * t ^ 2) * ((-h) ^ n / ↑n.factorial)) = fun i =>
    t ^ (2 * m) * Real.exp (-T * t ^ 2) * ((-h * t ^ 2) ^ i / ↑i.factorial)
Main.lean:64:2: error: unsolved goals
case e'_6
m : ℕ
T h t : ℝ
x✝ : t ∈ Set.uIoc 0 1
key :
  HasSum (fun i => t ^ (2 * m) * Real.exp (-T * t ^ 2) * ((-h * t ^ 2) ^ i / ↑i.factorial))
    (t ^ (2 * m) * Real.exp (-T * t ^ 2) * Real.exp (-h * t ^ 2))
⊢ t ^ (2 * m) * Real.exp (-(T + h) * t ^ 2) = t ^ (2 * m) * Real.exp (-T * t ^ 2) * Real.exp (-h * t ^ 2)
```

This version goes through:

```diff
@@ -65,10 +65,21 @@
     refine Filter.Eventually.of_forall fun t _ => ?_
     have key := (hasSum_exp (-h * t ^ 2)).mul_left (t ^ (2 * m) * Real.exp (-T * t ^ 2))
-    convert key using 1
-    · funext k
+    have e1 : (fun k : ℕ => t ^ (2 * (m + k)) * Real.exp (-T * t ^ 2)
+          * ((-h) ^ k / (k.factorial : ℝ)))
+        = fun k : ℕ => t ^ (2 * m) * Real.exp (-T * t ^ 2)
+          * ((-h * t ^ 2) ^ k / (k.factorial : ℝ)) := by
+      funext k
       rw [mul_pow, ← pow_mul, mul_add, pow_add]
       ring
-    · have e : -(T + h) * t ^ 2 = -T * t ^ 2 + -h * t ^ 2 := by ring
+    have e2 : t ^ (2 * m) * Real.exp (-(T + h) * t ^ 2)
+        = t ^ (2 * m) * Real.exp (-T * t ^ 2) * Real.exp (-h * t ^ 2) := by
+      have e : -(T + h) * t ^ 2 = -T * t ^ 2 + -h * t ^ 2 := by ring
       rw [e, Real.exp_add, mul_assoc]
+    have key' : HasSum (fun k : ℕ => t ^ (2 * (m + k)) * Real.exp (-T * t ^ 2)
+          * ((-h) ^ k / (k.factorial : ℝ)))
+        (t ^ (2 * m) * Real.exp (-(T + h) * t ^ 2)) := by
+      rw [e1, e2]
+      exact key
+    exact key'
 
 end
```

Diagnosis. All three errors come from `convert key using 1`. The proof expects two goals from it, equality of the terms and equality of the sums, but it leaves three. The first asks that two `AddCommMonoid` structures be equal, because the goal and `key` reach addition on the reals by different instance paths. The bullets are therefore off by one: `funext k` meets the instance equation, which is not the equation between functions it was written for, and `rw [e, …]` meets the equality of terms, where `-(T + h) * t ^ 2` does not occur. The equality of sums has no bullet left and is reported as unsolved.

The repair drops `convert` and states the two intended equalities as `e1` and `e2`, proved by the same steps as before. Rewriting with them reduces `key'`, the series in the form wanted, to `key`. No instance equation has to be proved by hand, since `exact` accepts instances that agree by definition, as they do here.
